# The real polarisability of bound, damped Lorentz resonances integrates to zero over positive frequencies

A bound charge driven slowly by an electric field moves in phase with the force. Driven well above its resonance, it moves against the force, because its inertia then outweighs the spring. The real part of the polarisability is therefore positive on one side of the resonance and negative on the other. For positive strength, the positive part is confined to the finite interval below the resonance, while the negative part has a tail that reaches to infinite frequency. How do the two areas compare?

For the damped Lorentz oscillator they are equal. With strength $f$, resonance frequency $w_0$ and damping rate $g$, the polarisability at real frequency $w$ is

$$\alpha(w)=\frac{f}{w_0^2-w^2-i g w},\qquad
\operatorname{Re}\alpha(w)=\frac{f\,(w_0^2-w^2)}{(w_0^2-w^2)^2+g^2w^2}.$$

For $w_0>0$, $g>0$ and any real $f$,

$$\int_0^\infty \operatorname{Re}\alpha(w)\,dw=0 .$$

The same holds for a finite sum of such terms, each with its own $f_j$, $w_{0,j}$ and $g_j$. The name "inertial sum rule" is best known for the refractive index, as the statement that $n(w)-1$ integrates to zero. The result here concerns the polarisability of the Lorentz model, to which $n-1$ is proportional only at leading order in the density.

## Checking a tabulated spectrum

In electronic-structure work, a list of excitation energies and oscillator strengths is often turned into a dynamic polarisability by broadening each line. When that list is finite and each line is a Lorentz term with constant damping, the sum rule gives an exact target for the integral of the real part. Broadening by $w\to w+i\eta$ in $f/(w_0^2-w^2)$ also fits, since it gives a Lorentz term with $g=2\eta$ and $w_0^2$ replaced by $w_0^2+\eta^2$.

A grid ends at some cutoff $W$. At frequencies far above every $w_{0,j}$ and every $g_j$, $\operatorname{Re}\alpha\approx-\sum_j f_j/w^2$. For $W$ in that range the integral up to $W$ should therefore be close to $\sum_j f_j/W$, which tends to zero as $W$ grows.

The check can expose some wrong line shapes. If a code keeps only the resonant denominator $w_0-w-ig/2$, the tail falls off as $1/w$ and the integral diverges logarithmically. The full integral does not reveal wrong strengths, positions or constant widths, because every admissible choice of these gives zero. At a finite cutoff, the remainder $\sum_j f_j/W$ does depend on the total strength.

## Reflection about the resonance

**Integrability.** Write $a=w_0^2$, $t=a-w^2$ and $D=t^2+g^2w^2$, so that $\operatorname{Re}\alpha=ft/D$. With $K=1+2a/g^2$, expanding gives

$$K D=a^2+w^4+g^2w^2+\frac{2a\,t^2}{g^2}\ \ge\ a^2 ,$$

so $D$ is positive at every frequency. Since also $t^2\le D$,

$$2a|t|\le t^2+a^2\le(1+K)D,\qquad\text{so}\qquad |t|\le M D,\quad M=\frac{1+K}{2a}.$$

Using $w^2=a-t$,

$$|t|(1+w^2)=|t|(1+a)-|t|\,t\le(1+a)|t|+t^2\le\bigl(1+(1+a)M\bigr)D .$$

Dividing by $D(1+w^2)$ and multiplying by $|f|$ gives

$$|\operatorname{Re}\alpha(w)|\le\frac{C}{1+w^2},\qquad C=|f|\bigl(1+(1+a)M\bigr),$$

and the right-hand side has a finite integral.

**Antisymmetry.** For $w>0$ let $u=w_0^2/w$, which exchanges frequencies below and above $w_0$. Then

$$w_0^2-u^2=-\frac{w_0^2}{w^2}(w_0^2-w^2),\qquad
(w_0^2-u^2)^2+g^2u^2=\frac{w_0^4}{w^4}\bigl[(w_0^2-w^2)^2+g^2w^2\bigr].$$

Taking the quotient,

$$\frac{w_0^2}{w^2}\operatorname{Re}\alpha\!\left(\frac{w_0^2}{w}\right)=-\operatorname{Re}\alpha(w).$$

**Cancellation.** The map $w\mapsto w_0^2/w$ takes $(0,\infty)$ one-to-one onto itself, and the absolute value of its derivative is $w_0^2/w^2$. Changing variables in $I=\int_0^\infty\operatorname{Re}\alpha$ gives

$$I=\int_0^\infty\frac{w_0^2}{w^2}\operatorname{Re}\alpha\!\left(\frac{w_0^2}{w}\right)dw=-I ,$$

so $I=0$. Splitting the integral at $w_0$ shows that the area below resonance is minus the area above it. For a finite spectrum, each term is integrable and contributes zero.

## The limit of a vanishing restoring force

At $w_0=0$ the charge is unbound and $\operatorname{Re}\alpha(w)=-f/(w^2+g^2)$ for $w>0$. Substituting $w=gx$,

$$\int_0^\infty\operatorname{Re}\alpha(w)\,dw=-\frac{f}{g}\int_0^\infty\frac{dx}{1+x^2}=-\frac{\pi f}{2g}.$$

The integral is zero for every $w_0>0$, yet for $f\neq0$ it jumps to a nonzero value at $w_0=0$. The missing area sits at low frequency. For small $w_0$ and fixed $g$, the real part has a peak of height $f/w_0^2$ and width about $w_0^2/g$, whose area tends to $\pi f/(2g)$. A grid whose points all lie far above $w_0^2/g$, but which resolves the scale $g$ and extends far beyond it, misses this peak and returns nearly the free-charge value for a charge that is weakly bound. This peak estimate and the cutoff estimate above are ordinary asymptotics, not theorems of the file.

## The Lean file

```lean
import Mathlib

open MeasureTheory Set

namespace InertialSumRule

noncomputable section

/-- Polarisability of a damped Lorentz oscillator with strength `f`, resonance frequency `w0`
and damping `g`, at the real frequency `w`. -/
def lorentzPol (f w0 g w : ℝ) : ℂ :=
  (f : ℂ) / (((w0 ^ 2 - w ^ 2 : ℝ) : ℂ) - ((g * w : ℝ) : ℂ) * Complex.I)

/-- Polarisability of a spectrum of finitely many damped resonances. -/
def spectrumPol {ι : Type*} [Fintype ι] (f w0 g : ι → ℝ) (w : ℝ) : ℂ :=
  ∑ j, lorentzPol (f j) (w0 j) (g j) w

/-- The real part of the Lorentz polarisability in explicit form. -/
theorem lorentzPol_re (f w0 g w : ℝ) :
    (lorentzPol f w0 g w).re =
      f * (w0 ^ 2 - w ^ 2) / ((w0 ^ 2 - w ^ 2) ^ 2 + g ^ 2 * w ^ 2) := by
  have hre : (((w0 ^ 2 - w ^ 2 : ℝ) : ℂ) - ((g * w : ℝ) : ℂ) * Complex.I).re
      = w0 ^ 2 - w ^ 2 := by
    simp only [Complex.sub_re, Complex.re_ofReal_mul, Complex.ofReal_re, Complex.I_re,
      mul_zero, sub_zero]
  have him : (((w0 ^ 2 - w ^ 2 : ℝ) : ℂ) - ((g * w : ℝ) : ℂ) * Complex.I).im
      = -(g * w) := by
    simp only [Complex.sub_im, Complex.im_ofReal_mul, Complex.ofReal_im, Complex.I_im,
      mul_one, zero_sub]
  unfold lorentzPol
  rw [Complex.div_re, Complex.normSq_apply, hre, him, Complex.ofReal_re, Complex.ofReal_im,
    zero_mul, zero_div, add_zero]
  congr 1
  ring

/-- The real part of the polarisability is bounded at all frequencies by a constant
times `1 / (1 + w²)`. -/
theorem lorentzPol_re_bound (f : ℝ) {w0 g : ℝ} (h0 : 0 < w0) (hg : 0 < g) :
    ∃ C : ℝ, ∀ w : ℝ, |(lorentzPol f w0 g w).re| ≤ C * (1 + w ^ 2)⁻¹ := by
  obtain ⟨a, ha⟩ : ∃ a, a = w0 ^ 2 := ⟨_, rfl⟩
  have ha0 : 0 < a := by rw [ha]; positivity
  obtain ⟨K, hK⟩ : ∃ K, K = 1 + 2 * a / g ^ 2 := ⟨_, rfl⟩
  have hK0 : 0 < K := by rw [hK]; positivity
  refine ⟨|f| * (1 + (1 + a) * ((1 + K) / (2 * a))), fun w => ?_⟩
  rw [lorentzPol_re, ← ha]
  obtain ⟨D, hD⟩ : ∃ D, D = (a - w ^ 2) ^ 2 + g ^ 2 * w ^ 2 := ⟨_, rfl⟩
  rw [← hD]
  -- the denominator stays away from zero
  have h1 : a ^ 2 ≤ K * D := by
    have e : K * D = a ^ 2 + (w ^ 4 + g ^ 2 * w ^ 2 + 2 * a * (a - w ^ 2) ^ 2 / g ^ 2) := by
      rw [hK, hD]
      field_simp
      ring
    have : 0 ≤ w ^ 4 + g ^ 2 * w ^ 2 + 2 * a * (a - w ^ 2) ^ 2 / g ^ 2 := by positivity
    linarith
  have hD0 : 0 < D := (mul_pos_iff_of_pos_left hK0).1 (lt_of_lt_of_le (pow_pos ha0 2) h1)
  obtain ⟨t, ht⟩ : ∃ t, t = a - w ^ 2 := ⟨_, rfl⟩
  rw [← ht] at hD ⊢
  have htD : t ^ 2 ≤ D := by
    have : 0 ≤ g ^ 2 * w ^ 2 := by positivity
    linarith
  have h2 : |t| ≤ (1 + K) / (2 * a) * D := by
    rw [div_mul_eq_mul_div, le_div_iff₀ (by positivity)]
    nlinarith [sq_nonneg (|t| - a), sq_abs t]
  have h3 : |t| * (1 + w ^ 2) ≤ (1 + (1 + a) * ((1 + K) / (2 * a))) * D := by
    have hw : w ^ 2 = a - t := by linarith
    have h4 : 0 ≤ |t| * (|t| + t) :=
      mul_nonneg (abs_nonneg t) (by linarith [neg_abs_le t])
    have h5 := mul_le_mul_of_nonneg_left h2 (by linarith : (0 : ℝ) ≤ 1 + a)
    rw [hw]
    nlinarith [sq_abs t]
  rw [mul_div_assoc, abs_mul, mul_assoc]
  refine mul_le_mul_of_nonneg_left ?_ (abs_nonneg f)
  rw [abs_div, abs_of_pos hD0, ← div_eq_mul_inv, div_le_div_iff₀ hD0 (by positivity)]
  exact h3

/-- The real part of the polarisability is integrable over all positive frequencies. -/
theorem lorentzPol_re_integrableOn (f : ℝ) {w0 g : ℝ} (h0 : 0 < w0) (hg : 0 < g) :
    IntegrableOn (fun w => (lorentzPol f w0 g w).re) (Ioi 0) := by
  obtain ⟨C, hC⟩ := lorentzPol_re_bound f h0 hg
  have hm : Measurable (fun w => (lorentzPol f w0 g w).re) := by
    simp only [lorentzPol_re]
    fun_prop
  have hi : Integrable (fun w => (lorentzPol f w0 g w).re) :=
    (integrable_inv_one_add_sq.const_mul C).mono' hm.aestronglyMeasurable
      (Filter.Eventually.of_forall fun w => by
        rw [Real.norm_eq_abs]
        exact hC w)
  exact hi.integrableOn

/-- Reflecting the frequency about resonance, `w ↦ w0² / w`, reverses the sign of the real
part of the polarisability, up to the Jacobian `w0² / w²`. -/
theorem lorentzPol_re_reflect (f : ℝ) {w0 g w : ℝ} (h0 : 0 < w0) (hg : 0 < g) (hw : 0 < w) :
    w0 ^ 2 / w ^ 2 * (lorentzPol f w0 g (w0 ^ 2 / w)).re = -(lorentzPol f w0 g w).re := by
  rw [lorentzPol_re, lorentzPol_re]
  obtain ⟨D, hD⟩ : ∃ D, D = (w0 ^ 2 - w ^ 2) ^ 2 + g ^ 2 * w ^ 2 := ⟨_, rfl⟩
  have hD0 : D ≠ 0 := by
    have : 0 < D := by rw [hD]; positivity
    exact this.ne'
  have key : (w0 ^ 2 - (w0 ^ 2 / w) ^ 2) ^ 2 + g ^ 2 * (w0 ^ 2 / w) ^ 2
      = w0 ^ 4 / w ^ 4 * D := by
    rw [hD]
    field_simp
    ring
  rw [key, ← hD]
  field_simp
  ring

/-- Inertial sum rule for one damped resonance: the real part of the polarisability
integrates to zero over all positive frequencies. -/
theorem lorentzPol_re_integral (f : ℝ) {w0 g : ℝ} (h0 : 0 < w0) (hg : 0 < g) :
    ∫ w in Ioi (0 : ℝ), (lorentzPol f w0 g w).re = 0 := by
  -- the image of the positive half-line under the reflection is the positive half-line
  have himg : (fun w : ℝ => w0 ^ 2 / w) '' Ioi (0 : ℝ) = Ioi (0 : ℝ) := by
    ext y
    constructor
    · rintro ⟨x, hx, rfl⟩
      exact div_pos (pow_pos h0 2) hx
    · intro hy
      have hy0 : 0 < y := hy
      refine ⟨w0 ^ 2 / y, div_pos (pow_pos h0 2) hy0, ?_⟩
      show w0 ^ 2 / (w0 ^ 2 / y) = y
      field_simp
  have hder : ∀ x ∈ Ioi (0 : ℝ),
      HasDerivWithinAt (fun w : ℝ => w0 ^ 2 / w) (-(w0 ^ 2 / x ^ 2)) (Ioi (0 : ℝ)) x := by
    intro x hx
    have hx0 : 0 < x := hx
    exact (((hasDerivAt_const x (w0 ^ 2)).fun_div (hasDerivAt_id' x) hx0.ne').congr_deriv
      (by ring)).hasDerivWithinAt
  have hinj : InjOn (fun w : ℝ => w0 ^ 2 / w) (Ioi (0 : ℝ)) := by
    intro x hx y hy h
    have hx0 : 0 < x := hx
    have hy0 : 0 < y := hy
    have h' : w0 ^ 2 / x = w0 ^ 2 / y := h
    rw [div_eq_div_iff hx0.ne' hy0.ne'] at h'
    exact (mul_left_cancel₀ (pow_pos h0 2).ne' h').symm
  have key := integral_image_eq_integral_abs_deriv_smul measurableSet_Ioi hder hinj
    (fun w => (lorentzPol f w0 g w).re)
  rw [himg] at key
  have hneg : ∫ w in Ioi (0 : ℝ), |-(w0 ^ 2 / w ^ 2)| • (lorentzPol f w0 g (w0 ^ 2 / w)).re
      = -∫ w in Ioi (0 : ℝ), (lorentzPol f w0 g w).re := by
    rw [← integral_neg]
    refine setIntegral_congr_fun measurableSet_Ioi ?_
    intro w hw
    have hw0 : 0 < w := hw
    show |-(w0 ^ 2 / w ^ 2)| • (lorentzPol f w0 g (w0 ^ 2 / w)).re = -(lorentzPol f w0 g w).re
    rw [abs_neg, abs_of_pos (by positivity), smul_eq_mul]
    exact lorentzPol_re_reflect f h0 hg hw0
  -- the integral equals its own negative
  have hself := key.trans hneg
  linarith

/-- Inertial sum rule for a spectrum: for any finite set of damped resonances, the real part of
the total polarisability is integrable over positive frequencies and its integral is zero. -/
theorem inertial_sum_rule {ι : Type*} [Fintype ι] (f w0 g : ι → ℝ)
    (h0 : ∀ j, 0 < w0 j) (hg : ∀ j, 0 < g j) :
    IntegrableOn (fun w => (spectrumPol f w0 g w).re) (Ioi 0) ∧
      ∫ w in Ioi (0 : ℝ), (spectrumPol f w0 g w).re = 0 := by
  have hi := fun j => lorentzPol_re_integrableOn (f j) (h0 j) (hg j)
  simp only [spectrumPol, Complex.re_sum]
  constructor
  · exact MeasureTheory.integrable_finsetSum _ fun j _ => hi j
  · rw [MeasureTheory.integral_finsetSum _ fun j _ => hi j]
    exact Finset.sum_eq_zero fun j _ => lorentzPol_re_integral (f j) (h0 j) (hg j)

/-- The integral of the real part from zero up to the resonance frequency is minus its
integral over all frequencies above resonance. -/
theorem below_eq_neg_above (f : ℝ) {w0 g : ℝ} (h0 : 0 < w0) (hg : 0 < g) :
    ∫ w in Ioc 0 w0, (lorentzPol f w0 g w).re = -∫ w in Ioi w0, (lorentzPol f w0 g w).re := by
  have hi := lorentzPol_re_integrableOn f h0 hg
  have hd : Disjoint (Ioc 0 w0) (Ioi w0) :=
    Set.disjoint_left.2 fun x hx hx' => not_lt_of_ge hx.2 hx'
  have h := setIntegral_union hd measurableSet_Ioi
    (hi.mono_set fun x hx => hx.1) (hi.mono_set fun x hx => lt_trans h0 hx)
  rw [Ioc_union_Ioi_eq_Ioi h0.le, lorentzPol_re_integral f h0 hg] at h
  linarith

/-- For an unbound damped charge, with resonance frequency zero, the integral of the real part
over positive frequencies is `-π f / (2 g)`. -/
theorem free_charge_integral (f : ℝ) {g : ℝ} (hg : 0 < g) :
    ∫ w in Ioi (0 : ℝ), (lorentzPol f 0 g w).re = -(Real.pi * f / (2 * g)) := by
  have hs : ∫ w in Ioi (0 : ℝ), (1 + (g⁻¹ * w) ^ 2)⁻¹ = g * (Real.pi / 2) := by
    have h := integral_comp_mul_left_Ioi (fun x : ℝ => (1 + x ^ 2)⁻¹) 0 (inv_pos.2 hg)
    rw [mul_zero, integral_Ioi_inv_one_add_sq, Real.arctan_zero, sub_zero, inv_inv,
      smul_eq_mul] at h
    exact h
  -- without a restoring force the real part is `-(f / g²)` times a Lorentzian in `w / g`
  have hc : ∫ w in Ioi (0 : ℝ), (lorentzPol f 0 g w).re
      = ∫ w in Ioi (0 : ℝ), -(f / g ^ 2) * (1 + (g⁻¹ * w) ^ 2)⁻¹ := by
    refine setIntegral_congr_fun measurableSet_Ioi ?_
    intro w hw
    have hw0 : 0 < w := hw
    show (lorentzPol f 0 g w).re = -(f / g ^ 2) * (1 + (g⁻¹ * w) ^ 2)⁻¹
    have hp : w ^ 2 + g ^ 2 ≠ 0 := by positivity
    have e1 : ((0 : ℝ) ^ 2 - w ^ 2) ^ 2 + g ^ 2 * w ^ 2 = w ^ 2 * (w ^ 2 + g ^ 2) := by ring
    have e2 : 1 + (g⁻¹ * w) ^ 2 = (w ^ 2 + g ^ 2) / g ^ 2 := by
      field_simp
      ring
    have e3 : f * ((0 : ℝ) ^ 2 - w ^ 2) = -(f * w ^ 2) := by ring
    rw [lorentzPol_re, e1, e2, e3]
    field_simp
  rw [hc, integral_const_mul, hs]
  field_simp

end

end InertialSumRule
```

```lean
#print axioms InertialSumRule.lorentzPol_re_integral
#print axioms InertialSumRule.inertial_sum_rule
#print axioms InertialSumRule.below_eq_neg_above
#print axioms InertialSumRule.free_charge_integral
```

```
'InertialSumRule.lorentzPol_re_integral' depends on axioms: [propext, Classical.choice, Quot.sound]
'InertialSumRule.inertial_sum_rule' depends on axioms: [propext, Classical.choice, Quot.sound]
'InertialSumRule.below_eq_neg_above' depends on axioms: [propext, Classical.choice, Quot.sound]
'InertialSumRule.free_charge_integral' depends on axioms: [propext, Classical.choice, Quot.sound]
```

## How the Lean statements read

`lorentzPol f w0 g w` is the complex number $\alpha(w)$ for real arguments. The sign of its imaginary part corresponds to the time dependence $e^{-iwt}$, and the opposite convention leaves the real part unchanged. The parameter `g` is the coefficient of the velocity in the equation of motion per unit mass, and `f` absorbs the charge, mass and units. `spectrumPol` adds such terms over a finite index type `ι`. An empty spectrum is allowed and gives zero.

The main theorem, `inertial_sum_rule`, assumes `h0`, that every resonance frequency is positive, and `hg`, that every damping rate is positive. Physically, every charge is bound and every oscillation loses energy. No sign is imposed on the strengths.

The conclusion has two parts. `IntegrableOn … (Ioi 0)` says that the real part is absolutely integrable over $w>0$, and the second part says that its integral is zero. The first part matters here because Lean assigns the value zero to the integral of a non-integrable function, so the equation alone would say little.

`below_eq_neg_above` is the balance of areas for a single resonance, with `Ioc 0 w0` standing for $0<w\le w_0$. `free_charge_integral` is the unbound case, with `g` still positive. The other theorems about a single resonance, apart from the formula `lorentzPol_re`, all assume $w_0>0$ and $g>0$, even where their comments do not say so.

## How the proof follows the derivation

- `lorentzPol_re` computes the real part of the quotient, and the later lemmas work with that explicit expression.
- `lorentzPol_re_bound` follows the integrability argument with the same $a$, $K$, $D$ and $t$. Its step `h1` is $a^2\le KD$, `h2` is $|t|\le MD$, obtained from $(|t|-a)^2\ge0$, and `h3` is the inequality with the factor $1+w^2$.
- `lorentzPol_re_integrableOn` compares the real part with $C/(1+w^2)$, whose integrability is in Mathlib. It obtains integrability on the whole real line and restricts it to $w>0$.
- `lorentzPol_re_reflect` is the antisymmetry. Its `key` is the identity for the reflected denominator, and `field_simp` with `ring` does the remaining algebra.
- `lorentzPol_re_integral` supplies what the change of variables needs: `himg` says that the reflection maps the half-line onto itself, `hder` gives its derivative and `hinj` says that it is one-to-one. `hneg` then applies the antisymmetry under the integral, and `linarith` concludes from $I=-I$.
- `inertial_sum_rule` exchanges the finite sum with the integral, which requires the integrability of each term.
- `below_eq_neg_above` splits the half-line at $w_0$, and `free_charge_integral` rescales by $g$ and uses the arctangent integral.

## Spectra and numerics that the theorems leave out

The model is a finite sum of independent Lorentz terms with constant damping. Continuous spectra, Gaussian broadening and frequency-dependent damping are not treated. Neither is the undamped case $g=0$, where the real part has a pole at $w_0$ and the integral would need a principal value. That a given molecule is well described by such a sum is an assumption about the molecule.

The theorems concern exact real numbers and the full half-line. They give the value that a quadrature should approach, but no error estimate for a particular grid, cutoff or floating-point implementation.
